# The exponential charge κ³ exp(−κr)/(8π) for κ > 0: unit total charge, central potential κ/2 and self-energy 5κ/32 in Gaussian units

An Ewald sum can screen each ion with an exponential cloud of opposite charge and then add back the same clouds with the sign reversed. The added-back clouds produce the smooth part of the lattice potential, which at an ion of charge q includes the potential of that ion's own added-back cloud, also of charge q. This self-term, qκ/2 in Gaussian units, has to be subtracted. The value follows by scaling from the potential at the centre of one isolated, spherical cloud of unit charge, which is the system treated here. Periodic images and the reciprocal-space sum do not enter.

## Density, potential and enclosed charge

```lean
import Mathlib

open Filter Topology Set MeasureTheory

namespace ExponentialCompensationCharge

noncomputable section
```

The first line loads Mathlib, Lean's mathematical library. The `open` line allows short names for limits, sets and integrals.

```lean
/-- The exponential charge density `κ³ exp(-κ r) / (8π)` at distance `r` from its centre. -/
def density (κ r : ℝ) : ℝ := κ ^ 3 * Real.exp (-(κ * r)) / (8 * Real.pi)
```

`density κ r` is the charge density at distance r from the centre:

ρ(r) = κ³ exp(−κr)/(8π)

Both arguments are real numbers. Physically, κ is an inverse length that sets how compact the cloud is. The definition does not require κ > 0; theorems that need this condition state it.

```lean
/-- The potential `1/r - exp(-κ r) (1/r + κ/2)` at distance `r`, in Gaussian units. -/
def potential (κ r : ℝ) : ℝ := 1 / r - Real.exp (-(κ * r)) * (1 / r + κ / 2)
```

`potential κ r` is

V(r) = 1/r − exp(−κr)(1/r + κ/2)

In Gaussian units, a unit point charge has potential 1/r. The subtracted term is therefore the short-range potential left when the cloud is taken away from a point charge. Lean sets 1/0 = 0, so `potential κ 0` evaluates to −κ/2; the physical value at the centre is stated below as a limit instead.

```lean
/-- The charge inside the sphere of radius `r`, as a radial integral of the density. -/
def enclosedCharge (κ r : ℝ) : ℝ := ∫ s in (0 : ℝ)..r, 4 * Real.pi * s ^ 2 * density κ s
```

`enclosedCharge κ r` is the charge inside radius r:

Q(r) = ∫₀ʳ 4πs² ρ(s) ds

The angular integration has already been done and appears as the factor 4πs².

## Two facts about polynomials times exponentials

```lean
/-- The derivative of a quadratic polynomial times the exponential `exp(-k s)`, at `s = r`. -/
theorem hasDerivAt_quadratic_exp (k a b c r : ℝ) :
    HasDerivAt (fun s : ℝ => (a + b * s + c * s ^ 2) * Real.exp (-(k * s)))
      ((b + 2 * c * r - k * (a + b * r + c * r ^ 2)) * Real.exp (-(k * r))) r := by
  have hp : HasDerivAt (fun s : ℝ => a + b * s + c * s ^ 2) (b + 2 * c * r) r := by
    have h1 := (hasDerivAt_id' r).const_mul b
    have h2 := (hasDerivAt_pow 2 r).const_mul c
    exact ((h1.const_add a).fun_add h2).congr_deriv (by norm_num; ring)
  have hl : HasDerivAt (fun s : ℝ => -(k * s)) (-k) r :=
    ((hasDerivAt_id' r).const_mul k).fun_neg.congr_deriv (by ring)
  exact (hp.fun_mul hl.exp).congr_deriv (by ring)
```

`HasDerivAt f d r` says that f is differentiable at r and that its derivative there is d. The theorem is the product rule:

d/dr [(a + br + cr²) exp(−kr)] = [b + 2cr − k(a + br + cr²)] exp(−kr)

In the proof, `hp` differentiates the polynomial and `hl` the exponent. The last line combines them, and `ring` checks the algebra. The derivatives below all build on this formula, with particular coefficients.

```lean
/-- A quadratic polynomial times a decaying exponential vanishes at large distance. -/
theorem tendsto_quadratic_exp {k : ℝ} (hk : 0 < k) (a b c : ℝ) :
    Tendsto (fun s : ℝ => (a + b * s + c * s ^ 2) * Real.exp (-(k * s))) atTop (𝓝 0) := by
  have hd : ∀ n : ℕ, Tendsto (fun s : ℝ => s ^ n * Real.exp (-(k * s))) atTop (𝓝 0) := by
    intro n
    have h := ((Real.tendsto_pow_mul_exp_neg_atTop_nhds_zero n).comp
      (tendsto_id.const_mul_atTop hk)).const_mul ((k ^ n)⁻¹)
    rw [mul_zero] at h
    refine h.congr (fun s => ?_)
    have hn : k ^ n ≠ 0 := pow_ne_zero n hk.ne'
    simp only [Function.comp_apply, id_eq, mul_pow]
    rw [← mul_assoc, ← mul_assoc, inv_mul_cancel₀ hn, one_mul]
  have h := (((hd 0).const_mul a).add ((hd 1).const_mul b)).add ((hd 2).const_mul c)
  simp only [mul_zero, add_zero] at h
  exact h.congr (fun s => by ring)
```

`Tendsto f atTop (𝓝 0)` means f(s) → 0 as s → ∞. For k > 0 each power is handled by rescaling:

sⁿ exp(−ks) = k⁻ⁿ (ks)ⁿ exp(−ks) → 0

This is `hd`. The cases n = 0, 1, 2 are then multiplied by a, b, c and added.

## The charge integrates to one

```lean
/-- The radial charge density `4π r² ρ(r)` has an explicit antiderivative. -/
theorem hasDerivAt_charge (κ r : ℝ) :
    HasDerivAt (fun s : ℝ => (-1 + -κ * s + -(κ ^ 2 / 2) * s ^ 2) * Real.exp (-(κ * s)))
      (4 * Real.pi * r ^ 2 * density κ r) r := by
  refine (hasDerivAt_quadratic_exp κ (-1) (-κ) (-(κ ^ 2 / 2)) r).congr_deriv ?_
  have hpi := Real.pi_ne_zero
  unfold density
  field_simp
  ring
```

Let

F(r) = −(1 + κr + κ²r²/2) exp(−κr)

The product rule gives

F′(r) = [−κ − κ²r + κ(1 + κr + κ²r²/2)] exp(−κr) = (κ³r²/2) exp(−κr)

which equals 4πr²ρ(r). In Lean, `unfold density` inserts the definition, `field_simp` clears the denominators and `ring` compares the two sides.

```lean
/-- The charge within radius `r` is `1 - (1 + κ r + κ² r²/2) exp(-κ r)`. -/
theorem enclosedCharge_eq (κ r : ℝ) :
    enclosedCharge κ r = 1 - (1 + κ * r + κ ^ 2 / 2 * r ^ 2) * Real.exp (-(κ * r)) := by
  have hc : Continuous (fun s : ℝ => 4 * Real.pi * s ^ 2 * density κ s) := by
    unfold density
    fun_prop
  have e0 : Real.exp (-(κ * 0)) = 1 := by simp
  unfold enclosedCharge
  rw [intervalIntegral.integral_eq_sub_of_hasDerivAt (fun s _ => hasDerivAt_charge κ s)
    (hc.intervalIntegrable 0 r)]
  simp only [e0]
  ring
```

The enclosed charge is the difference of this antiderivative at the two ends. Since F(0) = −1,

Q(r) = F(r) − F(0) = 1 − (1 + κr + κ²r²/2) exp(−κr)

The proof applies the fundamental theorem of calculus, which also needs the integrand to be integrable; `hc` supplies this through continuity.

```lean
/-- The exponential density carries unit total charge. -/
theorem total_charge {κ : ℝ} (hκ : 0 < κ) :
    ∫ r in Ioi (0 : ℝ), 4 * Real.pi * r ^ 2 * density κ r = 1 := by
  have e0 : Real.exp (-(κ * 0)) = 1 := by simp
  refine Eq.trans (integral_Ioi_of_hasDerivAt_of_nonneg
    (hasDerivAt_charge κ 0).continuousAt.continuousWithinAt
    (fun r _ => hasDerivAt_charge κ r) (fun r _ => ?_)
    (tendsto_quadratic_exp hκ (-1) (-κ) (-(κ ^ 2 / 2)))) ?_
  · unfold density
    positivity
  · simp only [e0]
    ring
```

`Ioi (0 : ℝ)` is the open half-line r > 0. For κ > 0, F tends to zero at infinity, so

∫₀^∞ 4πr²ρ(r) dr = 0 − F(0) = 1

The Mathlib theorem used here asks for an antiderivative, a nonnegative integrand and a limit at infinity. `positivity` proves the sign condition, and the decay theorem provides the limit.

## Poisson's equation and Gauss's law

```lean
/-- Away from the centre, `r V(r) = 1 - (1 + κ r/2) exp(-κ r)`. -/
theorem mul_potential (κ : ℝ) {r : ℝ} (hr : r ≠ 0) :
    r * potential κ r = 1 - (1 + κ / 2 * r + 0 * r ^ 2) * Real.exp (-(κ * r)) := by
  have h : r * (1 / r) = 1 := mul_one_div_cancel hr
  unfold potential
  linear_combination (1 - Real.exp (-(κ * r))) * h
```

Multiplying V by r removes the singular fractions:

rV(r) = 1 − (1 + κr/2) exp(−κr)

The term `0 * r ^ 2` in the code puts the expression in the quadratic form that the earlier theorems expect.

```lean
/-- The first derivative of `r V(r)` is `(κ/2 + κ² r/2) exp(-κ r)` for `r > 0`. -/
theorem hasDerivAt_mul_potential (κ : ℝ) {r : ℝ} (hr : 0 < r) :
    HasDerivAt (fun s => s * potential κ s)
      ((κ / 2 + κ ^ 2 / 2 * r + 0 * r ^ 2) * Real.exp (-(κ * r))) r := by
  have h := ((hasDerivAt_quadratic_exp κ 1 (κ / 2) 0 r).const_sub 1).congr_of_eventuallyEq
    (f₁ := fun s => s * potential κ s) (by
      filter_upwards [Ioi_mem_nhds hr] with s hs
      exact mul_potential κ (ne_of_gt hs))
  exact h.congr_deriv (by ring)
```

Differentiating once gives

(rV)′ = −[κ/2 − κ(1 + κr/2)] exp(−κr) = (κ/2 + κ²r/2) exp(−κr)

A derivative depends on a function near a point, so Lean needs the formula for rV on a whole neighbourhood of r. The `filter_upwards` step provides it, because all points close enough to a positive r are positive.

```lean
/-- The radial Poisson equation `(r V)'' = -4π r ρ` holds at every `r > 0`. -/
theorem radial_poisson (κ : ℝ) {r : ℝ} (hr : 0 < r) :
    HasDerivAt (deriv (fun s => s * potential κ s)) (-4 * Real.pi * r * density κ r) r := by
  have h := (hasDerivAt_quadratic_exp κ (κ / 2) (κ ^ 2 / 2) 0 r).congr_of_eventuallyEq
    (f₁ := deriv (fun s => s * potential κ s)) (by
      filter_upwards [Ioi_mem_nhds hr] with s hs
      exact (hasDerivAt_mul_potential κ hs).deriv)
  refine h.congr_deriv ?_
  have hpi := Real.pi_ne_zero
  unfold density
  field_simp
  ring
```

Differentiating again gives

(rV)″ = [κ²/2 − κ(κ/2 + κ²r/2)] exp(−κr) = −(κ³r/2) exp(−κr) = −4πrρ

Here `deriv` denotes the first derivative as a function, and `HasDerivAt` gives the derivative of that function. For a spherical potential the Laplacian is (rV)″/r, so this is ∇²V = −4πρ away from the centre. The theorem itself is stated in the radial form.

```lean
/-- Gauss's law: the radial field `-V'(r)` is the enclosed charge divided by `r²`. -/
theorem gauss_law (κ : ℝ) {r : ℝ} (hr : 0 < r) :
    HasDerivAt (potential κ) (-(enclosedCharge κ r / r ^ 2)) r := by
  have h := ((hasDerivAt_mul_potential κ hr).fun_div (hasDerivAt_id' r)
    hr.ne').congr_of_eventuallyEq (f₁ := potential κ) (by
      filter_upwards [Ioi_mem_nhds hr] with s hs
      exact (mul_div_cancel_left₀ (potential κ s) (ne_of_gt hs)).symm)
  refine h.congr_deriv ?_
  rw [mul_potential κ hr.ne', enclosedCharge_eq]
  ring
```

The quotient rule applied to V = (rV)/r yields

V′ = [r(rV)′ − rV]/r²

Inserting the two expressions above,

V′ = −[1 − (1 + κr + κ²r²/2) exp(−κr)]/r² = −Q(r)/r²

The radial field −V′ is thus the enclosed charge divided by r². Lean follows the same route: `fun_div` is the quotient rule, and the `rw` line inserts the closed forms of rV and Q.

## The value at the centre

```lean
/-- The potential tends to the finite value `κ/2` at the centre of the charge. -/
theorem potential_at_centre (κ : ℝ) : Tendsto (potential κ) (𝓝[>] 0) (𝓝 (κ / 2)) := by
  have e0 : Real.exp (-(κ * 0)) = 1 := by simp
  -- `V` is minus the difference quotient of `(1 + κ r/2) exp(-κ r)` at the origin
  have h := (hasDerivAt_quadratic_exp κ 1 (κ / 2) 0 0).tendsto_slope_zero_right.neg
  have hv : -((κ / 2 + 2 * 0 * 0 - κ * (1 + κ / 2 * 0 + 0 * 0 ^ 2)) *
      Real.exp (-(κ * 0))) = κ / 2 := by
    rw [e0]
    ring
  rw [hv] at h
  refine h.congr' ?_
  filter_upwards [self_mem_nhdsWithin] with t ht
  have ht0 : t ≠ 0 := ne_of_gt ht
  simp only [potential, zero_add, smul_eq_mul, e0]
  field_simp
  ring
```

`𝓝[>] 0` means that r approaches zero through positive values. Write g(r) = (1 + κr/2) exp(−κr), so that g(0) = 1. Then

V(r) = [1 − g(r)]/r = −[g(r) − g(0)]/r → −g′(0)

and g′(0) = κ/2 − κ = −κ/2, so V(r) → κ/2. The 1/r singularities cancel. In the proof, `tendsto_slope_zero_right` turns the derivative of g at zero into the limit of its difference quotient, `hv` evaluates the limit, and the remaining lines identify the quotient with V.

## The combined statement

```lean
/-- The exponential charge has unit total charge, its potential obeys the radial Poisson
equation, tends to `κ/2` at the centre, and satisfies `r V(r) → 1` at large distance. -/
theorem exponential_compensation_charge {κ : ℝ} (hκ : 0 < κ) :
    (∫ r in Ioi (0 : ℝ), 4 * Real.pi * r ^ 2 * density κ r = 1) ∧
    (∀ r : ℝ, 0 < r → DifferentiableAt ℝ (fun s => s * potential κ s) r ∧
      HasDerivAt (deriv (fun s => s * potential κ s)) (-4 * Real.pi * r * density κ r) r) ∧
    Tendsto (potential κ) (𝓝[>] 0) (𝓝 (κ / 2)) ∧
    Tendsto (fun r => r * potential κ r) atTop (𝓝 1) := by
  refine ⟨total_charge hκ, fun r hr =>
    ⟨(hasDerivAt_mul_potential κ hr).differentiableAt, radial_poisson κ hr⟩,
    potential_at_centre κ, ?_⟩
  have h := (tendsto_quadratic_exp hκ 1 (κ / 2) 0).const_sub 1
  rw [sub_zero] at h
  refine h.congr' ?_
  filter_upwards [eventually_gt_atTop (0 : ℝ)] with r hr
  exact (mul_potential κ hr.ne').symm
```

The symbol `∧` means "and". For every κ > 0, the theorem states that:

- the total charge is 1;
- at every r > 0, rV is differentiable and its first derivative has derivative −4πrρ;
- V(r) → κ/2 as r → 0 from above;
- rV(r) → 1 as r → ∞.

The first three parts were proved above. The last follows from rV = 1 − g(r), since g decays to zero. It says that the cloud looks like a unit point charge from far away. It also selects the potential: two solutions of the radial equation differ in rV by A + Br with constants A and B, and the limit 1 forces both constants to vanish.

The condition κ > 0 expresses that the cloud decays outwards. Without it the statement fails already at κ = 0. The density is then zero everywhere, so the total charge is 0 instead of 1. The potential becomes 1/r − 1/r = 0, and rV tends to 0 instead of 1. The radial equation and the central limit still hold in this case, as 0 = 0, and their separate theorems accordingly place no condition on κ.

## The self-energy of the cloud

```lean
/-- The electrostatic self-energy of the exponential charge is `5κ/32`. -/
theorem self_energy {κ : ℝ} (hκ : 0 < κ) :
    1 / 2 * ∫ r in Ioi (0 : ℝ), 4 * Real.pi * r ^ 2 * density κ r * potential κ r
      = 5 * κ / 32 := by
  have e0 : ∀ k : ℝ, Real.exp (-(k * 0)) = 1 := fun k => by simp
  have hG := fun r : ℝ => (hasDerivAt_quadratic_exp κ (-(κ / 2)) (-(κ ^ 2 / 2)) 0 r).fun_add
    (hasDerivAt_quadratic_exp (2 * κ) (3 * κ / 16) (3 * κ ^ 2 / 8) (κ ^ 3 / 8) r)
  have hI : ∫ r in Ioi (0 : ℝ), 4 * Real.pi * r ^ 2 * density κ r * potential κ r
      = 5 * κ / 16 := by
    refine Eq.trans (integral_Ioi_of_hasDerivAt_of_nonneg
      (hG 0).continuousAt.continuousWithinAt
      (fun r hr => (hG r).congr_deriv ?_) (fun r hr => ?_)
      ((tendsto_quadratic_exp hκ _ _ _).add
        (tendsto_quadratic_exp (by positivity : 0 < 2 * κ) _ _ _))) ?_
    · have hr0 : r ≠ 0 := ne_of_gt hr
      have h2 : Real.exp (-(2 * κ * r)) = Real.exp (-(κ * r)) ^ 2 := by
        rw [sq, ← Real.exp_add]
        congr 1
        ring
      have hρ : 4 * Real.pi * density κ r = κ ^ 3 / 2 * Real.exp (-(κ * r)) := by
        have hpi := Real.pi_ne_zero
        unfold density
        field_simp
        ring
      rw [h2]
      linear_combination (-(r * (r * potential κ r))) * hρ
        - κ ^ 3 / 2 * Real.exp (-(κ * r)) * r * mul_potential κ hr0
    · -- the potential is nonnegative because `1 + x/2 ≤ exp x` for `x ≥ 0`
      have hr' : 0 < r := hr
      have hx : 0 < κ * r := mul_pos hκ hr'
      have h1 : Real.exp (κ * r) * Real.exp (-(κ * r)) = 1 := by
        rw [← Real.exp_add, add_neg_cancel, Real.exp_zero]
      have h3 : (1 + κ / 2 * r + 0 * r ^ 2) * Real.exp (-(κ * r)) ≤
          Real.exp (κ * r) * Real.exp (-(κ * r)) :=
        mul_le_mul_of_nonneg_right (by linarith [Real.add_one_le_exp (κ * r)])
          (Real.exp_pos _).le
      have hV : 0 ≤ r * potential κ r := by
        rw [mul_potential κ hr'.ne']
        linarith
      have hV' : 0 ≤ potential κ r := nonneg_of_mul_nonneg_right hV hr'
      have hρ : 0 ≤ density κ r := by
        unfold density
        positivity
      positivity
    · simp only [e0]
      ring
  rw [hI]
  ring

end

end ExponentialCompensationCharge
```

For κ > 0, the last theorem evaluates the electrostatic energy of the cloud in its own potential:

½ ∫₀^∞ 4πr²ρ(r)V(r) dr = 5κ/32

This differs from the Ewald self-term, in which a point ion sits in the potential of its cloud. It bears on electronic structure through a single normalised 1s Slater orbital of exponent ζ, whose density is ρ with κ = 2ζ: the Coulomb repulsion integral of that density with itself is twice the self-energy, 5ζ/8 in atomic units.

By hand, write the integrand as the product of 4πrρ = (κ³r/2) exp(−κr) and rV, and insert the formula for rV:

4πr²ρV = (κ³/2)[r exp(−κr) − (r + κr²/2) exp(−2κr)]

The three elementary integrals give

∫₀^∞ 4πr²ρV dr = (κ³/2)[1/κ² − 1/(4κ²) − 1/(8κ²)] = 5κ/16

and half of this is 5κ/32.

Lean uses one antiderivative in place of three integrals:

G(r) = −(κ/2 + κ²r/2) exp(−κr) + (3κ/16 + 3κ²r/8 + κ³r²/8) exp(−2κr)

`hG` differentiates G, and the first bullet inside `hI` matches the result to the integrand, with `h2` rewriting exp(−2κr) as the square of exp(−κr). The second bullet shows that the integrand is nonnegative. For r > 0,

1 + κr/2 ≤ 1 + κr ≤ exp(κr)

and multiplying by exp(−κr) gives g(r) ≤ 1, hence rV ≥ 0 and V ≥ 0. Since G vanishes at infinity and G(0) = −κ/2 + 3κ/16 = −5κ/16, the integral is 5κ/16, and the closing lines supply the factor ½.

```lean
#print axioms ExponentialCompensationCharge.gauss_law
#print axioms ExponentialCompensationCharge.exponential_compensation_charge
#print axioms ExponentialCompensationCharge.self_energy
```

```
'ExponentialCompensationCharge.gauss_law' depends on axioms: [propext, Classical.choice, Quot.sound]
'ExponentialCompensationCharge.exponential_compensation_charge' depends on axioms: [propext, Classical.choice, Quot.sound]
'ExponentialCompensationCharge.self_energy' depends on axioms: [propext, Classical.choice, Quot.sound]
```
